# The dilute formula underestimates solubility in a demixing regular solution

Let a regular solution of two kinds of atoms have the mixing energy Wx(1−x) per atom, where x is the atomic fraction of the dissolved kind, and let T be the temperature in energy units (Boltzmann's constant times the absolute temperature). If 0 < T < W/2, the binodal equation

ln(x/(1−x)) = −(W/T)(1−2x)

has exactly one solution x in the open interval (0, 1/2), and this solubility satisfies

exp(−W/T) < x < T/W.

The left-hand bound is the dilute formula, obtained by neglecting x against 1 in the binodal equation. It is therefore too low at every temperature below W/2. The energy of the model rises with slope W at x = 0, so W is the energy cost of moving one atom from its own pure phase into the pure phase of the other kind. The Arrhenius estimate exp(−W/T), with prefactor 1 and a computed solution energy for W, is thus a lower bound on the solubility at these temperatures, within this mean-field model with one constant interaction parameter.

```lean
import Mathlib

open Set

namespace RegularSolutionBinodal

noncomputable section
```

## Free energy and binodal equation

The free energy of mixing per atom is an interaction term plus the ideal entropy of mixing:

F(x) = W x(1−x) + T [x ln x + (1−x) ln(1−x)].

W is a postulated constant. It stands for the net preference of atoms for neighbours of their own kind, and is taken to be independent of composition and temperature. In Lean, `W`, `T` and `x` are real numbers, and the physical ranges enter as hypotheses of the theorems.

```lean
/-- Free energy of mixing per atom of a regular solution with interaction energy `W`, at
temperature `T` in energy units and composition `0 < x < 1`. -/
def mixingFreeEnergy (W T x : ℝ) : ℝ :=
  W * x * (1 - x) + T * (x * Real.log x + (1 - x) * Real.log (1 - x))
```

The binodal equation is a proposition about the three numbers. It is written down here as a definition and derived from F below.

```lean
/-- The binodal equation of the regular solution, for `T > 0` and `0 < x < 1`. -/
def IsBinodal (W T x : ℝ) : Prop :=
  Real.log (x / (1 - x)) = -(W / T) * (1 - 2 * x)
```

For x < 1/2 the factor 1−2x is positive, so the equation can be solved for the dimensionless coupling:

W/T = c(x), where c(x) = ln((1−x)/x)/(1−2x).

This turns a transcendental equation for x into a question about the values of one function.

```lean
/-- The binodal equation solved for the coupling `W / T`, as a function of the
composition `0 < x < 1/2`. -/
def coupling (x : ℝ) : ℝ := Real.log ((1 - x) / x) / (1 - 2 * x)
```

## From the common tangent to the binodal

The derivative of x ln x is ln x + 1, and that of (1−x) ln(1−x) is −ln(1−x) − 1. The constants cancel, leaving

F′(x) = W(1−2x) + T ln(x/(1−x)).

`HasDerivAt f m x` says that f is differentiable at x with derivative m. The proof assembles the product and chain rules, and `ring` collects the terms.

```lean
/-- The slope of the free energy of mixing at a composition `0 < x < 1`. -/
theorem hasDerivAt_mixingFreeEnergy (W T : ℝ) {x : ℝ} (h0 : 0 < x) (h1 : x < 1) :
    HasDerivAt (mixingFreeEnergy W T)
      (W * (1 - 2 * x) + T * Real.log (x / (1 - x))) x := by
  have hne : 1 - x ≠ 0 := by linarith
  have hid : HasDerivAt (fun y : ℝ => 1 - y) (-1) x := (hasDerivAt_id' x).const_sub 1
  have ha := Real.hasDerivAt_mul_log h0.ne'
  have hb : HasDerivAt (fun y : ℝ => (1 - y) * Real.log (1 - y))
      ((Real.log (1 - x) + 1) * (-1)) x := (Real.hasDerivAt_mul_log hne).comp x hid
  have hc := ((hasDerivAt_id' x).const_mul W).fun_mul hid
  have h := hc.fun_add ((ha.fun_add hb).const_mul T)
  refine HasDerivAt.congr_deriv h ?_
  rw [Real.log_div h0.ne' hne]
  ring
```

Two phases can coexist when one straight line is tangent to the curve at both compositions and lies nowhere above it. For the mirror pair x and 1−x, a common slope μ must satisfy

F′(x) = μ, F′(1−x) = μ, F(1−x) − F(x) = μ(1−2x).

Since F(1−x) = F(x), the last condition gives μ(1−2x) = 0, hence μ = 0. The first then reads F′(x) = 0, which is the binodal equation after division by T. Conversely, if F′(x) = 0, then F′(1−x) = −F′(x) = 0 as well, and the horizontal line is a common tangent.

The theorem takes the mirror pair as given. It does not examine tangents at other pairs, nor whether the line stays below the rest of the curve. In the proof, `hs` is the mirror symmetry, and the `linear_combination` steps convert between F′(x) = 0 and the binodal equation.

```lean
/-- For `T > 0` and `0 < x < 1/2`, the binodal equation holds exactly when one straight line
is tangent to the free energy curve at both `x` and `1 - x`. -/
theorem isBinodal_iff_common_tangent {W T x : ℝ} (hT : 0 < T) (hx : x ∈ Ioo (0 : ℝ) (1 / 2)) :
    IsBinodal W T x ↔ ∃ μ, HasDerivAt (mixingFreeEnergy W T) μ x ∧
      HasDerivAt (mixingFreeEnergy W T) μ (1 - x) ∧
      mixingFreeEnergy W T (1 - x) - mixingFreeEnergy W T x = μ * ((1 - x) - x) := by
  obtain ⟨h0, h2⟩ := hx
  have hWT : T * (W / T) = W := by field_simp
  have hs : mixingFreeEnergy W T (1 - x) = mixingFreeEnergy W T x := by
    unfold mixingFreeEnergy
    rw [sub_sub_cancel]
    ring
  have hd := hasDerivAt_mixingFreeEnergy W T h0 (by linarith)
  have hd' := hasDerivAt_mixingFreeEnergy W T (x := 1 - x) (by linarith) (by linarith)
  unfold IsBinodal
  constructor
  · intro h
    have hz : W * (1 - 2 * x) + T * Real.log (x / (1 - x)) = 0 := by
      linear_combination T * h - (1 - 2 * x) * hWT
    have hl : Real.log ((1 - x) / (1 - (1 - x))) = -Real.log (x / (1 - x)) := by
      rw [sub_sub_cancel, ← Real.log_inv, inv_div]
    refine ⟨0, hd.congr_deriv hz, hd'.congr_deriv ?_, by rw [hs]; ring⟩
    rw [hl]
    linear_combination -hz
  · rintro ⟨μ, hμ, -, h3⟩
    -- mirror symmetry makes the common tangent horizontal
    rw [hs, sub_self] at h3
    have hμ0 : μ = 0 := by
      rcases mul_eq_zero.mp h3.symm with h | h
      · exact h
      · exfalso; linarith
    have e := hμ.unique hd
    apply mul_left_cancel₀ hT.ne'
    linear_combination -e + hμ0 + (1 - 2 * x) * hWT
```

The passage to the coupling is a sign change in the logarithm and a division by 1−2x.

```lean
/-- For `0 < x < 1/2`, the binodal equation says that `W / T` equals the coupling at `x`. -/
theorem isBinodal_iff_coupling {W T x : ℝ} (hx : x ∈ Ioo (0 : ℝ) (1 / 2)) :
    IsBinodal W T x ↔ coupling x = W / T := by
  have hne : 1 - 2 * x ≠ 0 := by linarith [hx.2]
  have h : Real.log (x / (1 - x)) = -Real.log ((1 - x) / x) := by
    rw [← Real.log_inv, inv_div]
  unfold IsBinodal coupling
  rw [h, div_eq_iff hne]
  constructor <;> intro h' <;> linarith
```

## The coupling falls with composition

Since the derivative of ln((1−x)/x) is −1/(1−x) − 1/x = −1/(x(1−x)), the quotient rule gives

c′(x) = [−(1−2x)/(x(1−x)) + 2 ln((1−x)/x)]/(1−2x)².

```lean
/-- The derivative of the coupling with respect to composition, for `0 < x < 1/2`. -/
theorem hasDerivAt_coupling {x : ℝ} (hx : x ∈ Ioo (0 : ℝ) (1 / 2)) :
    HasDerivAt coupling ((-(1 / (x * (1 - x))) * (1 - 2 * x)
      - Real.log ((1 - x) / x) * (-(2 * 1))) / (1 - 2 * x) ^ 2) x := by
  obtain ⟨h0, h2⟩ := hx
  have hx0 : x ≠ 0 := h0.ne'
  have h1 : 1 - x ≠ 0 := by linarith
  have hne : 1 - 2 * x ≠ 0 := by linarith
  have hq := ((hasDerivAt_id' x).const_sub 1).fun_div (hasDerivAt_id' x) hx0
  have hl : HasDerivAt (fun y : ℝ => Real.log ((1 - y) / y)) (-(1 / (x * (1 - x)))) x :=
    (hq.log (div_ne_zero h1 hx0)).congr_deriv (by field_simp; ring)
  exact hl.fun_div (((hasDerivAt_id' x).const_mul 2).const_sub 1) hne
```

Put u = ln((1−x)/x), which is positive for x < 1/2. Then

2 sinh u = (1−x)/x − x/(1−x) = (1−2x)/(x(1−x)),

so the numerator of c′(x) is 2u − 2 sinh u. This is negative, because sinh u > u for u > 0, and c is strictly decreasing. `StrictAntiOn` is Lean's term for that. `strictAntiOn_of_deriv_neg` reduces it to the sign of the derivative, and `e` is the identity for 2 sinh u.

```lean
/-- The coupling decreases strictly with composition on `0 < x < 1/2`. -/
theorem coupling_strictAntiOn : StrictAntiOn coupling (Ioo (0 : ℝ) (1 / 2)) := by
  refine strictAntiOn_of_deriv_neg (convex_Ioo 0 (1 / 2))
    (fun x hx => (hasDerivAt_coupling hx).continuousAt.continuousWithinAt) ?_
  intro x hx
  rw [interior_Ioo] at hx
  rw [(hasDerivAt_coupling hx).deriv]
  obtain ⟨h0, h2⟩ := hx
  have h1 : 0 < 1 - x := by linarith
  have hy : 0 < Real.log ((1 - x) / x) :=
    Real.log_pos (by rw [lt_div_iff₀ h0]; linarith)
  -- `u < sinh u` at `u = log ((1 - x) / x)`
  have hsinh := Real.self_lt_sinh_iff.mpr hy
  rw [Real.sinh_log (div_pos h1 h0)] at hsinh
  have e : (1 - x) / x - ((1 - x) / x)⁻¹ = 1 / (x * (1 - x)) * (1 - 2 * x) := by
    have := h1.ne'
    field_simp
    ring
  rw [e] at hsinh
  exact div_neg_of_neg_of_pos (by linarith) (pow_pos (by linarith) 2)
```

## Bounds on the coupling

For the lower bound, use ln(1+s) ≥ 2s/(s+2) for s ≥ 0. Both sides vanish at s = 0, and the derivative of their difference is s²/((1+s)(s+2)²) ≥ 0. With s = (1−2x)/x one has 1+s = (1−x)/x and s+2 = 1/x, so

ln((1−x)/x) ≥ 2(1−2x), that is, c(x) ≥ 2.

The inequality is strict because a composition m halfway between x and 1/2 has c(x) > c(m) ≥ 2.

For the upper bound, use ln y < y − 1 for positive y ≠ 1. With y = (1−x)/x,

ln((1−x)/x) < (1−2x)/x, that is, c(x) < 1/x.

In the proof, `weak` is the non-strict lower bound and `hm` places the halfway composition in the interval.

```lean
/-- For `0 < x < 1/2` the coupling lies strictly between `2` and `1 / x`. -/
theorem coupling_bounds {x : ℝ} (hx : x ∈ Ioo (0 : ℝ) (1 / 2)) :
    2 < coupling x ∧ coupling x < 1 / x := by
  have weak : ∀ z ∈ Ioo (0 : ℝ) (1 / 2), 2 ≤ coupling z := by
    rintro z ⟨h0, h2⟩
    have hz : z ≠ 0 := h0.ne'
    have h := Real.le_log_one_add_of_nonneg (x := (1 - 2 * z) / z)
      (div_nonneg (by linarith) h0.le)
    have e1 : 1 + (1 - 2 * z) / z = (1 - z) / z := by field_simp; ring
    have e2 : (1 - 2 * z) / z + 2 = 1 / z := by field_simp; ring
    have e3 : 2 * ((1 - 2 * z) / z) / (1 / z) = 2 * (1 - 2 * z) := by field_simp
    rw [e1, e2, e3] at h
    unfold coupling
    rwa [le_div_iff₀ (by linarith)]
  obtain ⟨h0, h2⟩ := hx
  constructor
  · -- a composition closer to 1/2 has a smaller coupling, still at least 2
    have hm : (x + 1 / 2) / 2 ∈ Ioo (0 : ℝ) (1 / 2) := ⟨by linarith, by linarith⟩
    exact (weak _ hm).trans_lt (coupling_strictAntiOn ⟨h0, h2⟩ hm (by linarith))
  · have hy : 1 < (1 - x) / x := by rw [lt_div_iff₀ h0]; linarith
    have h := Real.log_lt_sub_one_of_pos (by linarith) hy.ne'
    have e : (1 - x) / x - 1 = 1 / x * (1 - 2 * x) := by
      have := h0.ne'
      field_simp
      ring
    unfold coupling
    rw [div_lt_iff₀ (by linarith)]
    linarith
```

Now evaluate c at the dilute composition. Let w > 2 and q = exp(−w). Since exp(w) ≥ 1 + w > 3, we have q < 1/2. Because ln((1−q)/q) = w + ln(1−q), the claim c(q) > w is equivalent to

ln(1−q) > −2qw.

From ln y ≤ y − 1 at y = 1/(1−q) follows ln(1−q) ≥ 1 − 1/(1−q). Also (1+2q)(1−q) = 1 + q(1−2q) > 1, so 1/(1−q) < 1 + 2q. Together,

ln(1−q) > −2q > −2qw.

The two estimates are `hlog` and `hinv`, and the closing `nlinarith` combines them.

```lean
/-- For `w > 2` the dilute composition `exp (-w)` lies below `1/2`, and its coupling
exceeds `w`. -/
theorem lt_coupling_exp_neg {w : ℝ} (hw : 2 < w) :
    Real.exp (-w) ∈ Ioo (0 : ℝ) (1 / 2) ∧ w < coupling (Real.exp (-w)) := by
  have hq : 0 < Real.exp (-w) := Real.exp_pos _
  have hmul : Real.exp (-w) * Real.exp w = 1 := by rw [← Real.exp_add]; simp
  have hq2 : Real.exp (-w) < 1 / 2 := by nlinarith [Real.add_one_le_exp w]
  refine ⟨⟨hq, hq2⟩, ?_⟩
  have h1 : 0 < 1 - Real.exp (-w) := by linarith
  have hlog := Real.one_sub_inv_le_log_of_pos h1
  have hinv : (1 - Real.exp (-w))⁻¹ < 1 + 2 * Real.exp (-w) := by
    rw [inv_eq_one_div, div_lt_iff₀ h1]
    nlinarith
  unfold coupling
  rw [lt_div_iff₀ (by linarith), Real.log_div h1.ne' hq.ne', Real.log_exp]
  nlinarith
```

## One solubility, above the dilute value

Let w = W/T, which exceeds 2, and q = exp(−w). At q the coupling is above w. Choose b with T/W < b < 1/2; then c(b) < 1/b < W/T, so at b it is below w. Since c decreases, q < b, and by continuity c takes the value w somewhere in [q, b]. That gives a solution, and strict monotonicity allows no second one.

The bounds follow for any solution x. If x ≤ q, then c(x) ≥ c(q) > w, contradicting c(x) = w. And W/T = c(x) < 1/x gives x < T/W.

In the statement, `∃!` means "there is exactly one", and `Ioo (0 : ℝ) (1 / 2)` is the open interval. Its right end has to stay out for uniqueness, since x = 1/2 solves the equation at every temperature. Positivity of W follows from 0 < T < W/2. `intermediate_value_Icc'` is the intermediate value theorem in the form for a function that starts high and ends low.

```lean
/-- For `0 < T < W/2` the binodal equation has exactly one solution in `(0, 1/2)`, and this
solubility lies strictly above the dilute value `exp (-W/T)` and strictly below `T / W`. -/
theorem dilute_formula_underestimates {W T : ℝ} (hT : 0 < T) (hTW : T < W / 2) :
    (∃! x, x ∈ Ioo (0 : ℝ) (1 / 2) ∧ IsBinodal W T x) ∧
      ∀ x ∈ Ioo (0 : ℝ) (1 / 2), IsBinodal W T x →
        Real.exp (-(W / T)) < x ∧ x < T / W := by
  have hw : 2 < W / T := by rw [lt_div_iff₀ hT]; linarith
  obtain ⟨hq, hqw⟩ := lt_coupling_exp_neg hw
  constructor
  · -- a second composition, closer to 1/2, whose coupling is below `W / T`
    obtain ⟨b, hb1, hb2⟩ : ∃ b, T / W < b ∧ b < 1 / 2 :=
      exists_between (by rw [div_lt_iff₀ (by linarith)]; linarith)
    have hb : b ∈ Ioo (0 : ℝ) (1 / 2) :=
      ⟨(div_pos hT (by linarith)).trans hb1, hb2⟩
    have hbw : coupling b < W / T := by
      refine (coupling_bounds hb).2.trans ?_
      rw [div_lt_iff₀ (by linarith : (0 : ℝ) < W)] at hb1
      rw [div_lt_div_iff₀ hb.1 hT]
      linarith
    have hle : Real.exp (-(W / T)) ≤ b := by
      by_contra hcon
      have := coupling_strictAntiOn hb hq (not_le.mp hcon)
      linarith
    have hcont : ContinuousOn coupling (Icc (Real.exp (-(W / T))) b) := fun y hy =>
      (hasDerivAt_coupling
        ⟨hq.1.trans_le hy.1, hy.2.trans_lt hb2⟩).continuousAt.continuousWithinAt
    obtain ⟨x, hx, hxw⟩ := intermediate_value_Icc' hle hcont ⟨hbw.le, hqw.le⟩
    have hxI : x ∈ Ioo (0 : ℝ) (1 / 2) := ⟨hq.1.trans_le hx.1, hx.2.trans_lt hb2⟩
    refine ⟨x, ⟨hxI, (isBinodal_iff_coupling hxI).mpr hxw⟩, ?_⟩
    rintro y ⟨hy, hyb⟩
    exact coupling_strictAntiOn.injOn hy hxI
      (((isBinodal_iff_coupling hy).mp hyb).trans hxw.symm)
  · intro x hx hxb
    have hxw := (isBinodal_iff_coupling hx).mp hxb
    constructor
    · by_contra hcon
      have := coupling_strictAntiOn.antitoneOn hx hq (not_lt.mp hcon)
      linarith
    · have h := (coupling_bounds hx).2
      rw [hxw, div_lt_div_iff₀ hT hx.1] at h
      rw [lt_div_iff₀ (by linarith)]
      linarith
```

A case with round numbers shows the size of the effect. Take x = 1/10. Then

W/T = c(1/10) = ln 9/0.8 = (5/4) ln 9 ≈ 2.75,

so T ≈ 0.364 W, below W/2. The dilute formula gives

exp(−W/T) = 9^(−5/4) = 1/(9√3) ≈ 0.064.

The true solubility in the model is 10 %, the dilute estimate 6.4 %, and the upper bound T/W about 36 %.

## The critical temperature and the slope of the solubility line

A solution in (0, 1/2) requires W/T = c(x) > 2, hence T < W/2. The preceding theorem supplies the converse, so W/2 is exactly the temperature at which the demixed solution disappears.

```lean
/-- At temperature `T > 0` the binodal equation has a solution in `(0, 1/2)` exactly when
`T < W/2`. -/
theorem exists_binodal_iff {W T : ℝ} (hT : 0 < T) :
    (∃ x ∈ Ioo (0 : ℝ) (1 / 2), IsBinodal W T x) ↔ T < W / 2 := by
  constructor
  · rintro ⟨x, hx, hxb⟩
    have h := (coupling_bounds hx).1
    rw [(isBinodal_iff_coupling hx).mp hxb, lt_div_iff₀ hT] at h
    linarith
  · intro h
    obtain ⟨x, ⟨hx, hxb⟩, -⟩ := (dilute_formula_underestimates hT h).1
    exact ⟨x, hx, hxb⟩
```

Finally, let x₁ and x₂ be solutions at temperatures T₁ < T₂ with the same W. The existence of x₁ forces T₁ < W/2, so W > 0 and W/T₂ < W/T₁. Hence c(x₂) < c(x₁), and since c decreases, x₁ < x₂: heating raises the solubility. The Lean proof assumes x₂ ≤ x₁ and reaches a contradiction with the order of the couplings.

```lean
/-- Solubility rises strictly with temperature: of two binodal compositions in `(0, 1/2)` for
the same `W`, at positive temperatures, the one at the higher temperature is larger. -/
theorem solubility_strictMono {W T₁ T₂ x₁ x₂ : ℝ} (hT₁ : 0 < T₁) (hT : T₁ < T₂)
    (hx₁ : x₁ ∈ Ioo (0 : ℝ) (1 / 2)) (hx₂ : x₂ ∈ Ioo (0 : ℝ) (1 / 2))
    (h₁ : IsBinodal W T₁ x₁) (h₂ : IsBinodal W T₂ x₂) : x₁ < x₂ := by
  have hW : T₁ < W / 2 := (exists_binodal_iff hT₁).mp ⟨x₁, hx₁, h₁⟩
  have hlt : W / T₂ < W / T₁ := by
    rw [div_lt_div_iff₀ (hT₁.trans hT) hT₁]
    nlinarith
  by_contra hcon
  have h := coupling_strictAntiOn.antitoneOn hx₂ hx₁ (not_lt.mp hcon)
  rw [(isBinodal_iff_coupling hx₁).mp h₁, (isBinodal_iff_coupling hx₂).mp h₂] at h
  linarith

end

end RegularSolutionBinodal
```

```lean
#print axioms RegularSolutionBinodal.isBinodal_iff_common_tangent
#print axioms RegularSolutionBinodal.dilute_formula_underestimates
#print axioms RegularSolutionBinodal.solubility_strictMono
```

```
'RegularSolutionBinodal.isBinodal_iff_common_tangent' depends on axioms: [propext, Classical.choice, Quot.sound]
'RegularSolutionBinodal.dilute_formula_underestimates' depends on axioms: [propext, Classical.choice, Quot.sound]
'RegularSolutionBinodal.solubility_strictMono' depends on axioms: [propext, Classical.choice, Quot.sound]
```
